# The Born cross section for Coulomb scattering through more than a given angle

For elastic scattering by the Coulomb potential A/r, in units ħ = m = 1, the lemma gives the Born cross section for deflection through angles between s and π as π(A cot(s/2)/k²)². Here k > 0, 0 < s ≤ π, and A is any real number. The cross section is defined as 2π times the integral of f² sin t from s to π, with the Born amplitude f = −2A/q² and momentum transfer q = 2k sin(t/2) taken as definitions. The proof evaluates the integral by the fundamental theorem of calculus, using an explicit antiderivative, and then rewrites the result with a half-angle identity.

The failing Lean file:

```lean
import Mathlib

open Filter Topology
open scoped Real

namespace RutherfordBeyondAngle

noncomputable section

/-- Momentum transfer `q = 2 k sin (t/2)` in elastic scattering through the angle `t`. -/
def momentumTransfer (k t : ℝ) : ℝ := 2 * k * Real.sin (t / 2)

/-- Born amplitude `f = -2A/q²` for the Coulomb potential `A/r`, in units `ħ = m = 1`. -/
def bornAmplitude (A k t : ℝ) : ℝ := -2 * A / (momentumTransfer k t) ^ 2

/-- Cross section for scattering through angles between `s` and `π`. -/
def crossSectionBeyond (A k s : ℝ) : ℝ :=
  2 * π * ∫ t in s..π, bornAmplitude A k t ^ 2 * Real.sin t

/-- The signed length `A cot (s/2) / k²`. -/
def impactParameter (A k s : ℝ) : ℝ := A * Real.cot (s / 2) / k ^ 2

/-- The sine of half the scattering angle is positive away from the forward direction. -/
lemma sin_half_pos {s : ℝ} (hs : 0 < s) (hsπ : s ≤ π) : 0 < Real.sin (s / 2) :=
  Real.sin_pos_of_pos_of_lt_pi (by linarith) (by linarith [Real.pi_pos])

/-- The square of `A cot (s/2) / k²` expressed through the sine of the half angle. -/
lemma impactParameter_sq (A k : ℝ) {s : ℝ} (hs : 0 < s) (hsπ : s ≤ π) :
    impactParameter A k s ^ 2 = A ^ 2 / k ^ 4 * ((Real.sin (s / 2) ^ 2)⁻¹ - 1) := by
  have hx := (sin_half_pos hs hsπ).ne'
  have e : (Real.sin (s / 2) ^ 2)⁻¹ - 1 = Real.cos (s / 2) ^ 2 / Real.sin (s / 2) ^ 2 := by
    rw [Real.cos_sq', sub_div, div_self (pow_ne_zero 2 hx), one_div]
  rw [e, impactParameter, Real.cot_eq_cos_div_sin]
  ring

/-- An antiderivative of the Rutherford angular distribution `f² sin t`. -/
theorem hasDerivAt_rutherford (A : ℝ) {k t : ℝ} (hk : 0 < k) (ht : Real.sin (t / 2) ≠ 0) :
    HasDerivAt (fun u : ℝ => -(A ^ 2 / (2 * k ^ 4)) / (Real.sin (u / 2) * Real.sin (u / 2)))
      (bornAmplitude A k t ^ 2 * Real.sin t) t := by
  have hk' := hk.ne'
  have h1 : HasDerivAt (fun u : ℝ => Real.sin (u / 2)) (Real.cos (t / 2) * (1 / 2)) t :=
    ((hasDerivAt_id' t).div_const 2).sin
  have h2 := (hasDerivAt_const t (-(A ^ 2 / (2 * k ^ 4)))).fun_div (h1.fun_mul h1)
    (mul_ne_zero ht ht)
  refine h2.congr_deriv ?_
  have hsin : Real.sin t = 2 * Real.sin (t / 2) * Real.cos (t / 2) := by
    rw [← Real.sin_two_mul]
    congr 1
    ring
  simp only [bornAmplitude, momentumTransfer]
  rw [hsin]
  field_simp
  ring

/-- The Rutherford angular distribution is integrable from any positive angle up to `π`. -/
theorem intervalIntegrable_rutherford (A : ℝ) {k s : ℝ} (hk : 0 < k) (hs : 0 < s)
    (hsπ : s ≤ π) :
    IntervalIntegrable (fun t => bornAmplitude A k t ^ 2 * Real.sin t)
      MeasureTheory.volume s π := by
  apply ContinuousOn.intervalIntegrable
  rw [Set.uIcc_of_le hsπ]
  intro t ht
  have hx := sin_half_pos (hs.trans_le ht.1) ht.2
  have hne : (2 * k * Real.sin (t / 2)) ^ 2 ≠ 0 := by positivity
  have h1 : ContinuousAt (fun u : ℝ => (2 * k * Real.sin (u / 2)) ^ 2) t := by fun_prop
  have h2 : ContinuousAt (fun u : ℝ => bornAmplitude A k u) t :=
    continuousAt_const.div h1 hne
  exact ((h2.pow 2).mul Real.continuous_sin.continuousAt).continuousWithinAt

/-- The Born cross section beyond the angle `s` is `π (A cot (s/2) / k²)²`. -/
theorem crossSectionBeyond_eq (A : ℝ) {k s : ℝ} (hk : 0 < k) (hs : 0 < s) (hsπ : s ≤ π) :
    crossSectionBeyond A k s = π * (A * Real.cot (s / 2) / k ^ 2) ^ 2 := by
  have key : ∫ t in s..π, bornAmplitude A k t ^ 2 * Real.sin t =
      -(A ^ 2 / (2 * k ^ 4)) / (Real.sin (π / 2) * Real.sin (π / 2)) -
      -(A ^ 2 / (2 * k ^ 4)) / (Real.sin (s / 2) * Real.sin (s / 2)) := by
    refine intervalIntegral.integral_eq_sub_of_hasDerivAt (fun t ht => ?_)
      (intervalIntegrable_rutherford A hk hs hsπ)
    rw [Set.uIcc_of_le hsπ] at ht
    exact hasDerivAt_rutherford A hk (sin_half_pos (hs.trans_le ht.1) ht.2).ne'
  change _ = π * impactParameter A k s ^ 2
  rw [crossSectionBeyond, key, Real.sin_pi_div_two, impactParameter_sq A k hs hsπ]
  ring

end

end RutherfordBeyondAngle
```

Lean reports:

```
Main.lean:76:4: error: Type mismatch
  intervalIntegral.integral_eq_sub_of_hasDerivAt (fun t ht => ?m.210) (intervalIntegrable_rutherford A hk hs hsπ)
has type
  ∫ (y : ℝ) in s..π, bornAmplitude A k y ^ 2 * Real.sin y = ?m.206 π - ?m.206 s
but is expected to have type
  ∫ (t : ℝ) in s..π, bornAmplitude A k t ^ 2 * Real.sin t =
    -(A ^ 2 / (2 * k ^ 4)) / (Real.sin (π / 2) * Real.sin (π / 2)) -
      -(A ^ 2 / (2 * k ^ 4)) / (Real.sin (s / 2) * Real.sin (s / 2))
```

The mended proof, as a diff:

```diff
@@ -74,8 +74,14 @@
       -(A ^ 2 / (2 * k ^ 4)) / (Real.sin (π / 2) * Real.sin (π / 2)) -
       -(A ^ 2 / (2 * k ^ 4)) / (Real.sin (s / 2) * Real.sin (s / 2)) := by
-    refine intervalIntegral.integral_eq_sub_of_hasDerivAt (fun t ht => ?_)
+    have hd : ∀ t ∈ Set.uIcc s π, HasDerivAt
+        (fun u : ℝ => -(A ^ 2 / (2 * k ^ 4)) / (Real.sin (u / 2) * Real.sin (u / 2)))
+        (bornAmplitude A k t ^ 2 * Real.sin t) t := by
+      intro t ht
+      rw [Set.uIcc_of_le hsπ] at ht
+      exact hasDerivAt_rutherford A hk (sin_half_pos (hs.trans_le ht.1) ht.2).ne'
+    -- fundamental theorem of calculus away from the forward direction
+    have h := intervalIntegral.integral_eq_sub_of_hasDerivAt hd
       (intervalIntegrable_rutherford A hk hs hsπ)
-    rw [Set.uIcc_of_le hsπ] at ht
-    exact hasDerivAt_rutherford A hk (sin_half_pos (hs.trans_le ht.1) ht.2).ne'
+    exact h
   change _ = π * impactParameter A k s ^ 2
   rw [crossSectionBeyond, key, Real.sin_pi_div_two, impactParameter_sq A k hs hsπ]
```

Cause. The message says that the conclusion of `intervalIntegral.integral_eq_sub_of_hasDerivAt` could not be matched with the goal. The integrals agree, but the right-hand side is still `?m.206 π - ?m.206 s`, where `?m.206` is the unknown antiderivative. The derivative proof, which would have named this function, was left as `?_`, so Lean had to recover the function from its values at the two endpoints, written out in the goal. Its unifier did not find it.

The repair first proves `hd`, which states the antiderivative explicitly as a function of `u`. The steps of the derivative proof are unchanged, only moved there. Passing `hd` to the theorem fixes the unknown function, and stating the result as `h` does so before any comparison with the goal. `exact h` then succeeds, because applying the explicit function to `π` and `s` gives the two expressions in the goal by definition. The added comment is mere tidying.
